# Zero-delay g2 of a single mode with nonzero mean photon number: 1 − 1/N for N photons, 1 for Poisson and 2 for thermal statistics

Q: Let me fix the definitions first. You take one field mode, write $p_n$ for the probability of finding $n$ photons in it, and set

$$g_2=\frac{\sum_n n(n-1)\,p_n}{\left(\sum_n n\,p_n\right)^2}.$$

What does this have to do with light falling on detectors?

A: It compares photon pairs with what independent arrivals at the same mean intensity would give. In textbooks the quantity is $g^{(2)}(0)=\langle a^\dagger a^\dagger a a\rangle/\langle a^\dagger a\rangle^2$, where $a$ removes one photon from the mode. With $\hat n=a^\dagger a$ and $[a,a^\dagger]=1$ one has $a^\dagger a^\dagger a a=\hat n(\hat n-1)$. This operator is diagonal in the number basis, so for a field state $\rho$ only $p_n=\langle n|\rho|n\rangle$ enters, and the ratio above follows. The question is what value it takes for a number state, for coherent light and for thermal light.

Q: And the formal version starts from $\rho$?

A: No, it starts from the probabilities. The passage from a field state to its $p_n$, which I have just done by hand, is the step that you must supply yourself.

```lean
import Mathlib

open Finset

namespace PhotonStatistics

noncomputable section
```

A distribution is a function `p : ℕ → ℝ` with two properties: no value is negative, and the values sum to one. `HasSum p 1` says that the series converges and that its sum is 1.

```lean
/-- A photon-number distribution: nonnegative probabilities `p n` that sum to one. -/
structure IsPhotonDistribution (p : ℕ → ℝ) : Prop where
  nonneg : ∀ n, 0 ≤ p n
  total : HasSum p 1
```

The numerator and the root of the denominator get separate names. I shall write $m$ for the mean and $P$ for the pair moment.

```lean
/-- The mean photon number `∑ n pₙ`, meaningful when the series converges. -/
def meanPhotons (p : ℕ → ℝ) : ℝ := ∑' n : ℕ, (n : ℝ) * p n

/-- The pair moment `∑ n (n - 1) pₙ`, meaningful when the series converges. -/
def pairMoment (p : ℕ → ℝ) : ℝ := ∑' n : ℕ, (n : ℝ) * ((n : ℝ) - 1) * p n

/-- The zero-delay second-order coherence of a single mode, for distributions with
convergent moments and nonzero mean photon number. -/
def g2 (p : ℕ → ℝ) : ℝ := pairMoment p / meanPhotons p ^ 2
```

Q: `g2` accepts any function whatever. What if a series diverges, or the mode is empty?

A: Lean then still returns a number, because it assigns 0 to a non-summable series and to a division by zero. For that reason convergence is proved along with each moment below, and the theorems about `g2` require a nonzero mean.

Q: How do the three kinds of light enter?

A: As explicit weights. The name `fock N` stands for the photon statistics of a number state, not for the state vector.

```lean
/-- The photon statistics of a number state: exactly `N` photons. -/
def fock (N : ℕ) : ℕ → ℝ := fun n => if n = N then 1 else 0
```

For a coherent state of amplitude $\alpha$ the weights are Poissonian with $\mu=|\alpha|^2$.

```lean
/-- Poisson photon statistics with parameter `μ ≥ 0`. -/
def poisson (μ : ℝ) : ℕ → ℝ := fun n => Real.exp (-μ) * (μ ^ n / (n.factorial : ℝ))
```

For a mode of frequency $\omega$ at temperature $T>0$, the Boltzmann weights are proportional to $q^n$ with $q=e^{-\hbar\omega/k_BT}$, and normalisation supplies the factor $1-q$.

```lean
/-- Thermal photon statistics with ratio `q` between successive weights, `0 ≤ q < 1`. -/
def thermal (q : ℝ) : ℕ → ℝ := fun n => (1 - q) * q ^ n
```

Q: A coherent state has a phase. Your Poisson weights have none.

A: True, and $g_2$ doesn't see it. A mixture of coherent states with equal $|\alpha|$ and random phases has the same $p_n$ and so the same $g_2$. The Poisson result is a statement about photon statistics, and it doesn't single out a coherent state.

Q: Then show me the number state.

A: Only the term $n=N$ survives in each sum, so $m=N$ and $P=N(N-1)$. The formal proof does the same: `hasSum_single` evaluates a series with one nonzero term. Before it stands a small helper, used later, which transfers a known sum to a series with equal terms written in another form.

```lean
/-- If a series converges to `a`, then a series with equal terms converges to `b` whenever `b = a`.
-/
theorem hasSum_of_eq {f g : ℕ → ℝ} {a b : ℝ} (h : HasSum f a)
    (hfg : ∀ n, g n = f n) (hab : b = a) : HasSum g b := by
  rw [funext hfg, hab]
  exact h

/-- The point mass at `N` is a photon-number distribution with mean `N` and
pair moment `N (N - 1)`; both series converge. -/
theorem fock_moments (N : ℕ) :
    IsPhotonDistribution (fock N) ∧
    HasSum (fun n : ℕ => (n : ℝ) * fock N n) N ∧
    HasSum (fun n : ℕ => (n : ℝ) * ((n : ℝ) - 1) * fock N n) ((N : ℝ) * ((N : ℝ) - 1)) := by
  -- only the term `n = N` contributes to each series
  refine ⟨⟨fun n => ?_, ?_⟩, ?_, ?_⟩
  · unfold fock
    split_ifs <;> norm_num
  · have h := hasSum_single (f := fock N) N (fun n hn => by simp [fock, hn])
    simpa [fock] using h
  · have h := hasSum_single (f := fun n : ℕ => (n : ℝ) * fock N n) N
      (fun n hn => by simp [fock, hn])
    have e : (N : ℝ) * fock N N = N := by simp [fock]
    exact e ▸ h
  · have h := hasSum_single (f := fun n : ℕ => (n : ℝ) * ((n : ℝ) - 1) * fock N n) N
      (fun n hn => by simp [fock, hn])
    have e : (N : ℝ) * ((N : ℝ) - 1) * fock N N = (N : ℝ) * ((N : ℝ) - 1) := by simp [fock]
    exact e ▸ h
```

Q: The Poisson case is an infinite sum. How do you know that it converges?

A: Normalisation comes first. The exponential series gives $\sum_n \mu^n/n!=e^{\mu}$, and the prefactor $e^{-\mu}$ turns this into 1.

```lean
/-- For `μ ≥ 0` the Poisson weights form a photon-number distribution. -/
theorem poisson_isPhotonDistribution {μ : ℝ} (hμ : 0 ≤ μ) :
    IsPhotonDistribution (poisson μ) := by
  refine ⟨fun n => by unfold poisson; positivity, ?_⟩
  have h := NormedSpace.expSeries_div_hasSum_exp μ
  rw [← Real.exp_eq_exp_ℝ] at h
  have h' := h.mul_left (Real.exp (-μ))
  have e : Real.exp (-μ) * Real.exp μ = 1 := by
    rw [← Real.exp_add, neg_add_cancel, Real.exp_zero]
  rw [e] at h'
  exact h'
```

The moments then follow from one relation between neighbouring weights:

$$(n+1)\,p_{n+1}=e^{-\mu}\frac{\mu^{n+1}}{n!}=\mu\,p_n .$$

The term $n=0$ of the mean vanishes, so we may shift the index by one:

$$\sum_{n\ge0} n\,p_n=\sum_{n\ge0}(n+1)\,p_{n+1}=\mu\sum_{n\ge0}p_n=\mu .$$

In the pair moment the terms $n=0$ and $n=1$ vanish. We shift by two and apply the relation twice:

$$\sum_{n\ge0} n(n-1)\,p_n=\sum_{n\ge0}(n+2)(n+1)\,p_{n+2}=\mu^2\sum_{n\ge0}p_n=\mu^2 .$$

Each shifted series is a constant times the normalisation series, which converges, so convergence comes with the value.

In the code the relation is called `step`. The lemma `hasSum_nat_add_iff'` performs the shift and subtracts the omitted terms, which are zero. The two `linear_combination` lines apply `step` once and twice.

```lean
/-- For `μ ≥ 0` the Poisson distribution has mean photon number `μ` and pair moment `μ²`;
both series converge. -/
theorem poisson_moments {μ : ℝ} (hμ : 0 ≤ μ) :
    HasSum (fun n : ℕ => (n : ℝ) * poisson μ n) μ ∧
    HasSum (fun n : ℕ => (n : ℝ) * ((n : ℝ) - 1) * poisson μ n) (μ ^ 2) := by
  have h := (poisson_isPhotonDistribution hμ).total
  -- neighbouring weights satisfy `(n + 1) pₙ₊₁ = μ pₙ`
  have step : ∀ n : ℕ, ((n : ℝ) + 1) * poisson μ (n + 1) = μ * poisson μ n := by
    intro n
    have hf : (n.factorial : ℝ) ≠ 0 := by positivity
    have hn : (n : ℝ) + 1 ≠ 0 := by positivity
    simp only [poisson, Nat.factorial_succ, pow_succ, Nat.cast_mul, Nat.cast_add, Nat.cast_one]
    field_simp
  constructor
  · refine (hasSum_nat_add_iff' 1).mp ?_
    refine hasSum_of_eq (h.mul_left μ) (fun n => ?_) ?_
    · push_cast
      linear_combination step n
    · simp
  · refine (hasSum_nat_add_iff' 2).mp ?_
    refine hasSum_of_eq (h.mul_left (μ ^ 2)) (fun n => ?_) ?_
    · have h1 := step n
      have h2 : ((n : ℝ) + 1 + 1) * poisson μ (n + 2) = μ * poisson μ (n + 1) := by
        have h3 := step (n + 1)
        rw [Nat.cast_add, Nat.cast_one] at h3
        exact h3
      push_cast
      linear_combination ((n : ℝ) + 1) * h2 + μ * h1
    · simp [Finset.sum_range_succ]
```

Q: For thermal light I would differentiate the geometric series.

A: That works for $0\le q<1$, inside the radius of convergence. From $\sum_n q^n=1/(1-q)$, one and two derivatives give

$$\sum_{n\ge1} n\,q^{n-1}=\frac{1}{(1-q)^2},\qquad \sum_{n\ge2} n(n-1)\,q^{n-2}=\frac{2}{(1-q)^3}.$$

Multiplying the first by $(1-q)q$ and the second by $(1-q)q^2$ yields

$$m=\frac{q}{1-q},\qquad P=\frac{2q^2}{(1-q)^2}.$$

The formal proof replaces the derivatives by known series. For the mean it uses the sum of $n\,q^n$. For the pair moment it shifts by two and writes $(n+2)(n+1)=2\binom{n+2}{2}$, after which it needs only

$$\sum_{n\ge0}\binom{n+2}{2}q^n=\frac{1}{(1-q)^3},$$

which is half of your second derivative, in other notation.

```lean
/-- For `0 ≤ q < 1` the thermal weights form a photon-number distribution with mean
`q / (1 - q)` and pair moment `2 q² / (1 - q)²`; both series converge. -/
theorem thermal_moments {q : ℝ} (h0 : 0 ≤ q) (h1 : q < 1) :
    IsPhotonDistribution (thermal q) ∧
    HasSum (fun n : ℕ => (n : ℝ) * thermal q n) (q / (1 - q)) ∧
    HasSum (fun n : ℕ => (n : ℝ) * ((n : ℝ) - 1) * thermal q n)
      (2 * q ^ 2 / (1 - q) ^ 2) := by
  have hq : 0 < 1 - q := sub_pos.mpr h1
  have hne : 1 - q ≠ 0 := hq.ne'
  have hnorm : ‖q‖ < 1 := by rwa [Real.norm_of_nonneg h0]
  refine ⟨⟨fun n => mul_nonneg hq.le (pow_nonneg h0 n), ?_⟩, ?_, ?_⟩
  · have h := (hasSum_geometric_of_lt_one h0 h1).mul_left (1 - q)
    rw [mul_inv_cancel₀ hne] at h
    exact h
  · refine hasSum_of_eq
      ((hasSum_coe_mul_geometric_of_norm_lt_one hnorm).mul_left (1 - q)) (fun n => ?_) ?_
    · simp only [thermal]
      ring
    · field_simp
  · -- after a shift by two, the pair factor is twice a binomial coefficient
    refine (hasSum_nat_add_iff' 2).mp ?_
    refine hasSum_of_eq ((hasSum_choose_mul_geometric_of_norm_lt_one 2 hnorm).mul_left
      (2 * (1 - q) * q ^ 2)) (fun n => ?_) ?_
    · simp only [thermal, Nat.cast_choose_two]
      push_cast
      ring
    · simp only [Finset.sum_range_succ, Finset.sum_range_zero, Nat.cast_zero, Nat.cast_one,
        zero_mul, sub_self, mul_zero, add_zero, sub_zero, Nat.reduceAdd]
      field_simp
```

Q: So the three values of $g_2$ are now just divisions?

A: Yes. For the number state

$$g_2=\frac{N(N-1)}{N^2}=1-\frac1N .$$

The hypothesis `1 ≤ N` says that the mode contains light. At $N=1$ the result is 0: a single photon makes no pairs. In each of the three proofs `tsum_eq` replaces the infinite sums in the definition by the values already found, and what remains is algebra with a nonzero denominator.

```lean
/-- A number state with `N ≥ 1` photons has `g2 = 1 - 1/N`. -/
theorem g2_fock {N : ℕ} (hN : 1 ≤ N) : g2 (fock N) = 1 - 1 / (N : ℝ) := by
  obtain ⟨-, hm, hp⟩ := fock_moments N
  have hN' : (N : ℝ) ≠ 0 := Nat.cast_ne_zero.mpr (by omega)
  rw [g2, pairMoment, meanPhotons, hm.tsum_eq, hp.tsum_eq]
  field_simp
```

For Poisson weights $g_2=\mu^2/\mu^2=1$, with $\mu>0$ for the same reason.

```lean
/-- Poisson photon statistics with mean `μ > 0` have `g2 = 1`. -/
theorem g2_poisson {μ : ℝ} (hμ : 0 < μ) : g2 (poisson μ) = 1 := by
  obtain ⟨hm, hp⟩ := poisson_moments hμ.le
  rw [g2, pairMoment, meanPhotons, hm.tsum_eq, hp.tsum_eq]
  exact div_self (pow_ne_zero 2 hμ.ne')
```

For thermal weights

$$g_2=\frac{2q^2}{(1-q)^2}\cdot\frac{(1-q)^2}{q^2}=2 .$$

The ratio $q$ drops out, so every temperature $T>0$ gives the same value. The condition $q>0$ again excludes the vacuum.

```lean
/-- Thermal photon statistics with `0 < q < 1` have `g2 = 2`, whatever the value of `q`. -/
theorem g2_thermal {q : ℝ} (h0 : 0 < q) (h1 : q < 1) : g2 (thermal q) = 2 := by
  obtain ⟨-, hm, hp⟩ := thermal_moments h0.le h1
  have hne : 1 - q ≠ 0 := (sub_pos.mpr h1).ne'
  have hq : q ≠ 0 := h0.ne'
  rw [g2, pairMoment, meanPhotons, hm.tsum_eq, hp.tsum_eq]
  field_simp
```

Q: Where would I meet this ratio in a real calculation?

A: In a simulation of a molecule coupled to a cavity, the same formula gives the zero-delay correlation inside the cavity, provided that a single mode is considered and the coupling energy is small compared with the photon energy and the molecular transition energy. In ultrastrong coupling even the ground state has $\langle a^\dagger a\rangle>0$ and yet emits no light, so the formula no longer describes what a detector registers. Let the density matrix $\rho$ be stored in an orthonormal basis $|n,s\rangle$, where $n$ is the photon number and $s$ labels the molecular states. You sum the diagonal over the molecule, $p_n=\sum_s\langle n,s|\rho|n,s\rangle$, and accumulate two sums over $n$. Suppose the populations are $p_0=0.1$, $p_1=0.6$ and $p_2=0.3$, with nothing above. Then

$$m=0.6+2(0.3)=1.2,\qquad P=2(0.3)=0.6,\qquad g_2=\frac{0.6}{1.44}\approx0.42 .$$

Q: Those populations belong to none of your three families. Can you say anything about them in general?

A: There is a lower bound, fixed by the mean alone. Take any distribution with $m>0$ and a convergent pair moment. The mean then converges too, because $n(n-1)+1-n=(n-1)^2\ge0$ gives $n\,p_n\le n(n-1)\,p_n+p_n$. Now expand the variance, using $(n-m)^2=n(n-1)+(1-2m)n+m^2$:

$$0\le\sum_n(n-m)^2p_n=P+(1-2m)m+m^2=P+m-m^2 .$$

Hence $P\ge m^2-m$, and division by $m^2$ gives

$$g_2\ge1-\frac1m .$$

In the example the bound is $1-1/1.2\approx0.17$, below the value 0.42. Number states with $N\ge1$ reach equality, since there $m=N$. For $m<1$ the right-hand side is negative and the bound says nothing new, because $g_2$ is never negative.

Q: Which of these conditions are assumed in the formal theorem?

A: Three: `hp` says that `p` is a distribution, `hs` that the pair moment converges, and `hm` that the mean is positive. Physically, `hs` says that the photon-number fluctuations are finite. It is automatic for populations on a truncated basis like the one above, where only finitely many terms are nonzero.

The proof keeps the order of the derivation. `hs1` is the convergence of the mean by comparison, `hv` is the expanded variance with its sum, and `hvar` is its nonnegativity. The last lines multiply the claimed inequality by $m^2$ and reduce it to $m^2-m\le P$.

```lean
/-- Every photon-number distribution with convergent pair moment and positive mean photon
number `m` satisfies `g2 ≥ 1 - 1/m`. -/
theorem one_sub_inv_mean_le_g2 {p : ℕ → ℝ} (hp : IsPhotonDistribution p)
    (hs : Summable fun n : ℕ => (n : ℝ) * ((n : ℝ) - 1) * p n)
    (hm : 0 < meanPhotons p) : 1 - 1 / meanPhotons p ≤ g2 p := by
  -- the mean converges because `n ≤ n (n - 1) + 1`
  have hs1 : Summable fun n : ℕ => (n : ℝ) * p n := by
    refine Summable.of_nonneg_of_le (fun n => mul_nonneg n.cast_nonneg (hp.nonneg n))
      (fun n => ?_) (hs.add hp.total.summable)
    nlinarith [mul_nonneg (sq_nonneg ((n : ℝ) - 1)) (hp.nonneg n)]
  have h1 : HasSum (fun n : ℕ => (n : ℝ) * p n) (meanPhotons p) := hs1.hasSum
  have h2 : HasSum (fun n : ℕ => (n : ℝ) * ((n : ℝ) - 1) * p n) (pairMoment p) := hs.hasSum
  rw [g2]
  obtain ⟨m, hmean⟩ : ∃ m, m = meanPhotons p := ⟨_, rfl⟩
  rw [← hmean] at hm h1 ⊢
  -- the variance, expanded in the two moments, is nonnegative
  have hv : HasSum (fun n : ℕ => ((n : ℝ) - m) ^ 2 * p n)
      (pairMoment p + (1 - 2 * m) * m + m ^ 2 * 1) := by
    refine hasSum_of_eq
      ((h2.add (h1.mul_left (1 - 2 * m))).add (hp.total.mul_left (m ^ 2))) (fun n => ?_) rfl
    change ((n : ℝ) - m) ^ 2 * p n =
      (n : ℝ) * ((n : ℝ) - 1) * p n + (1 - 2 * m) * ((n : ℝ) * p n) + m ^ 2 * p n
    ring
  have hvar : 0 ≤ ∑' n : ℕ, ((n : ℝ) - m) ^ 2 * p n :=
    tsum_nonneg fun n => mul_nonneg (sq_nonneg _) (hp.nonneg n)
  rw [hv.tsum_eq] at hvar
  rw [le_div_iff₀ (pow_pos hm 2)]
  have hinv : 1 / m * m = 1 := one_div_mul_cancel hm.ne'
  have e : (1 - 1 / m) * m ^ 2 = m ^ 2 - m := by
    linear_combination (-m) * hinv
  rw [e]
  linarith

end

end PhotonStatistics
```

```lean
#print axioms PhotonStatistics.poisson_isPhotonDistribution
#print axioms PhotonStatistics.g2_poisson
#print axioms PhotonStatistics.g2_thermal
#print axioms PhotonStatistics.one_sub_inv_mean_le_g2
```

```
'PhotonStatistics.poisson_isPhotonDistribution' depends on axioms: [propext, Classical.choice, Quot.sound]
'PhotonStatistics.g2_poisson' depends on axioms: [propext, Classical.choice, Quot.sound]
'PhotonStatistics.g2_thermal' depends on axioms: [propext, Classical.choice, Quot.sound]
'PhotonStatistics.one_sub_inv_mean_le_g2' depends on axioms: [propext, Classical.choice, Quot.sound]
```
